# Muon polarization lost to an isotropic static internal field under a longitudinal applied field, as an average of the squared transverse field fraction

A muon spin, initially fully polarized along `z`, precesses about the sum of a static internal field of fixed strength `b > 0` and a field `B ≥ 0`, `B ≠ b`, applied along `z`. For each direction of the internal field, the non-oscillating part of the `z` polarization is the squared cosine of the angle between the total field and `z`. The static polarization is the average of this squared cosine over isotropic directions of the internal field. The theorem says that one minus the static polarization equals `b ^ 2 / 2` times the integral of `(1 - u ^ 2) / (B ^ 2 + b ^ 2 + 2 * B * b * u)` over the polar cosine `u` of the internal field from -1 to 1, and that this integrand is integrable there. The proof shows that the denominator is positive, rewrites the squared cosine as one minus the transverse fraction, and integrates term by term.

The failing Lean file:

```lean
import Mathlib

open Filter Topology

namespace OneSubStaticPolarization

noncomputable section

/-- Squared cosine of the angle between the `z` axis, along which the field `B` is applied, and the
total field, when an internal field of strength `b` has polar cosine `u`; the angle is defined where
the total field does not vanish, `B^2 + b^2 + 2 B b u ≠ 0`. -/
def longitudinalFraction (b B u : ℝ) : ℝ :=
  (B + b * u) ^ 2 / (B ^ 2 + b ^ 2 + 2 * B * b * u)

/-- Static muon polarization in the longitudinal field `B`: the average of the squared cosine over
isotropic directions of an internal field of strength `b`. -/
def staticPolarization (b B : ℝ) : ℝ :=
  (1 / 2) * ∫ u in (-1 : ℝ)..1, longitudinalFraction b B u

/-- The total field has positive squared length in every direction of the internal field if the
applied field `B ≥ 0` differs from the internal strength `b > 0`. -/
theorem totalField_sq_pos {b B u : ℝ} (hb : 0 < b) (hB : 0 ≤ B) (hne : B ≠ b)
    (hu : u ∈ Set.Icc (-1 : ℝ) 1) : 0 < B ^ 2 + b ^ 2 + 2 * B * b * u := by
  have h1 : 0 < (B - b) ^ 2 := by
    have := sub_ne_zero.mpr hne
    positivity
  have h2 : 0 ≤ B * b * (1 + u) :=
    mul_nonneg (mul_nonneg hB hb.le) (by linarith [hu.1])
  nlinarith

/-- For `b > 0`, `B ≥ 0` and `B ≠ b`, the lost polarization is the directional average of the
squared transverse internal field over the squared total field; the integrand on the right-hand side
is integrable on `[-1, 1]`. -/
theorem one_sub_staticPolarization {b B : ℝ} (hb : 0 < b) (hB : 0 ≤ B) (hne : B ≠ b) :
    IntervalIntegrable (fun u : ℝ => (1 - u ^ 2) / (B ^ 2 + b ^ 2 + 2 * B * b * u))
      MeasureTheory.volume (-1) 1 ∧
    1 - staticPolarization b B =
      b ^ 2 / 2 * ∫ u in (-1 : ℝ)..1, (1 - u ^ 2) / (B ^ 2 + b ^ 2 + 2 * B * b * u) := by
  have hpos : ∀ u ∈ Set.uIcc (-1 : ℝ) 1, 0 < B ^ 2 + b ^ 2 + 2 * B * b * u := by
    intro u hu
    rw [Set.uIcc_of_le (by norm_num)] at hu
    exact totalField_sq_pos hb hB hne hu
  have hI : IntervalIntegrable (fun u : ℝ => (1 - u ^ 2) / (B ^ 2 + b ^ 2 + 2 * B * b * u))
      MeasureTheory.volume (-1) 1 :=
    ContinuousOn.intervalIntegrable
      (ContinuousOn.div (by fun_prop) (by fun_prop) (fun u hu => (hpos u hu).ne'))
  have h1 : IntervalIntegrable (fun _ : ℝ => (1 : ℝ)) MeasureTheory.volume (-1) 1 :=
    Continuous.intervalIntegrable (by fun_prop) _ _
  -- longitudinal and transverse fractions add up to one
  have key : ∫ u in (-1 : ℝ)..1, longitudinalFraction b B u =
      ∫ u in (-1 : ℝ)..1, (1 - b ^ 2 * ((1 - u ^ 2) / (B ^ 2 + b ^ 2 + 2 * B * b * u))) := by
    apply intervalIntegral.integral_congr
    intro u hu
    have hD := (hpos u hu).ne'
    change (B + b * u) ^ 2 / (B ^ 2 + b ^ 2 + 2 * B * b * u) =
      1 - b ^ 2 * ((1 - u ^ 2) / (B ^ 2 + b ^ 2 + 2 * B * b * u))
    rw [div_eq_iff hD, sub_mul, mul_assoc, div_mul_cancel₀ _ hD]
    ring
  refine ⟨hI, ?_⟩
  rw [staticPolarization, key, intervalIntegral.integral_sub h1 (hI.const_mul _),
    intervalIntegral.integral_const_mul, intervalIntegral.integral_const, smul_eq_mul]
  ring

end

end OneSubStaticPolarization
```

Compiling this gives:

```
Main.lean:57:43: error: Tactic `rewrite` failed: Did not find an occurrence of the pattern
  ?m.913 / (B ^ 2 + b ^ 2 + 2 * B * b * u) * (B ^ 2 + b ^ 2 + 2 * B * b * u)
in the target expression
  (B + b * u) ^ 2 =
    1 * (B ^ 2 + b ^ 2 + 2 * B * (b * u)) -
      b ^ 2 * ((1 - u ^ 2) / (B ^ 2 + b ^ 2 + 2 * B * (b * u))) * (B ^ 2 + b ^ 2 + 2 * B * (b * u))

b B : ℝ
hb : 0 < b
hB : 0 ≤ B
hne : B ≠ b
hpos : ∀ u ∈ Set.uIcc (-1) 1, 0 < B ^ 2 + b ^ 2 + 2 * B * b * u
hI : IntervalIntegrable (fun u => (1 - u ^ 2) / (B ^ 2 + b ^ 2 + 2 * B * b * u)) MeasureTheory.volume (-1) 1
h1 : IntervalIntegrable (fun x => 1) MeasureTheory.volume (-1) 1
u : ℝ
hu : u ∈ Set.uIcc (-1) 1
hD : B ^ 2 + b ^ 2 + 2 * B * b * u ≠ 0
⊢ (B + b * u) ^ 2 =
    1 * (B ^ 2 + b ^ 2 + 2 * B * (b * u)) -
      b ^ 2 * ((1 - u ^ 2) / (B ^ 2 + b ^ 2 + 2 * B * (b * u))) * (B ^ 2 + b ^ 2 + 2 * B * (b * u))
```

Cause. The error is in the proof of `key`, an equality of two integrals, at the step that shows the integrands agree at each `u`. After `div_eq_iff hD` and `sub_mul`, `mul_assoc` was meant to regroup `b ^ 2 * (fraction) * denominator` so that the fraction stood next to the denominator. But `rw` fixes the lemma's variables at the first match it finds, and that was `2 * B * b * u` inside the denominator. Every copy of it became `2 * B * (b * u)`, while the outer product kept its grouping. `div_mul_cancel₀ _ hD` then found no match: it needs a quotient directly multiplied by the denominator, with that denominator written as in `hD`.

The repair states the cancellation separately as `hc`, for the numerator `1 - u ^ 2`, so it no longer has to be found in the goal. Only `div_eq_iff hD` is still rewritten. `linear_combination b ^ 2 * hc` then subtracts `b ^ 2` times that equation from the goal and leaves an identity that `ring` proves, whatever the grouping of the products. It also takes the place of the `ring` that ended this step.

After these edits no error is left:

```diff
@@ -55,6 +55,7 @@
     change (B + b * u) ^ 2 / (B ^ 2 + b ^ 2 + 2 * B * b * u) =
       1 - b ^ 2 * ((1 - u ^ 2) / (B ^ 2 + b ^ 2 + 2 * B * b * u))
-    rw [div_eq_iff hD, sub_mul, mul_assoc, div_mul_cancel₀ _ hD]
-    ring
+    have hc := div_mul_cancel₀ (1 - u ^ 2) hD
+    rw [div_eq_iff hD]
+    linear_combination b ^ 2 * hc
   refine ⟨hI, ?_⟩
   rw [staticPolarization, key, intervalIntegral.integral_sub h1 (hI.const_mul _),
```
